# Contracted single excitations through an active space have overlap matrices γ and 1 − γᵀ

Let $c_p$ be fermionic annihilation operators on a finite-dimensional space, $\psi$ a unit vector, and $S$ a finite set of active spin orbitals with density matrix $\gamma_{tu}=\langle\psi|c_t^\dagger c_u|\psi\rangle$. If orbital $a$ is empty in $\psi$, the states $c_a^\dagger c_t\psi$ with $t\in S$ have overlap matrix $\gamma$. If orbital $i$ is filled in $\psi$ and lies outside $S$, the states $c_t^\dagger c_i\psi$ have overlap matrix $\delta_{tu}-\gamma_{ut}$. Every eigenvalue of $\gamma$ is real and lies in $[0,1]$.

In internally contracted multireference methods, these matrices show linear dependence within each of the two classes of single excitation. The functions $c_a^\dagger c_t\psi$ are dependent exactly when $\gamma$ has an eigenvalue 0, and the functions $c_t^\dagger c_i\psi$ exactly when it has an eigenvalue 1. For each eigenvalue $l$ of $\gamma$, some combination with normalised coefficients has squared norm $l$ in the first class, and some combination has squared norm $1-l$ in the second. An eigenvalue close to 0 or 1 therefore gives a combination of very small norm in the corresponding class. Contracted double excitations generally involve higher density matrices and are not treated here.

## States, overlaps and the density matrix

States are complex vectors `n → ℂ` over a finite index type `n`, which labels an orthonormal basis of the Fock space. Operators are square matrices over `n`, and the type `ι` labels the spin orbitals. In the code `ᴴ` is the conjugate transpose, `*ᵥ` applies a matrix to a vector, and `star φ ⬝ᵥ χ` is the inner product $\langle\varphi|\chi\rangle$, conjugate-linear in its first argument.

```lean
import Mathlib

open Matrix
open scoped ComplexOrder

namespace ContractedOverlaps

noncomputable section

variable {ι n τ : Type*} [Fintype n]
```

A family of states $v_t$ has the overlap, or Gram, matrix
$$G_{tu}=\langle v_t|v_u\rangle .$$
The states need not be normalised or independent.

```lean
/-- The overlap (Gram) matrix of a family of state vectors. -/
def gram (v : τ → n → ℂ) : Matrix τ τ ℂ :=
  Matrix.of fun t u => star (v t) ⬝ᵥ v u
```

The density matrix carries the creation operator on its first index, $\gamma_{tu}=\langle\psi|c_t^\dagger c_u|\psi\rangle$. This convention decides where a transpose appears later. Its rows and columns run over the members of `S`.

```lean
/-- The one-particle density matrix `γ_tu = ⟨ψ| c_t† c_u |ψ⟩` over the orbitals in `S`. -/
def densityMatrix (c : ι → Matrix n n ℂ) (ψ : n → ℂ) (S : Finset ι) : Matrix S S ℂ :=
  Matrix.of fun t u => star ψ ⬝ᵥ (((c t)ᴴ * c u) *ᵥ ψ)
```

For coefficients $x_t$, the quadratic form of a Gram matrix is a squared norm:
$$\sum_{tu}\bar x_t G_{tu}x_u=\Big\langle \sum_t x_tv_t\Big|\sum_u x_uv_u\Big\rangle=\Big\|\sum_t x_tv_t\Big\|^2 .$$
The proof collects the states as the columns of a matrix $V$, so that $G=V^\dagger V$ and $\sum_t x_tv_t=Vx$. Then $x^\dagger V^\dagger Vx=(Vx)^\dagger(Vx)$.

```lean
/-- The quadratic form of an overlap matrix is the squared norm of the
corresponding linear combination of states. -/
theorem gram_quadratic [Fintype τ] (v : τ → n → ℂ) (x : τ → ℂ) :
    star x ⬝ᵥ (gram v *ᵥ x) = star (∑ t, x t • v t) ⬝ᵥ (∑ t, x t • v t) := by
  -- collect the states as the columns of a matrix
  let V : Matrix n τ ℂ := Matrix.of fun k t => v t k
  have hg : gram v = Vᴴ * V := by
    ext t u
    simp [gram, V, Matrix.mul_apply, dotProduct]
  have hs : ∑ t, x t • v t = V *ᵥ x := by
    ext k
    simp [V, Matrix.mulVec, dotProduct, Finset.sum_apply, mul_comm]
  rw [hg, hs, star_mulVec, ← dotProduct_mulVec, mulVec_mulVec]
```

Moving an operator across the inner product gives the overlaps of the states with one particle removed:
$$\langle c_t\psi|c_u\psi\rangle=\langle\psi|c_t^\dagger c_u\psi\rangle=\gamma_{tu}.$$
This uses only the definition of the adjoint. Neither anticommutation nor normalisation is needed.

```lean
/-- The overlap matrix of the states `c_t ψ` is the density matrix. -/
theorem gram_removal (c : ι → Matrix n n ℂ) (ψ : n → ℂ) (S : Finset ι) :
    gram (fun t : S => c t *ᵥ ψ) = densityMatrix c ψ S := by
  ext t u
  simp only [gram, densityMatrix, Matrix.of_apply]
  rw [star_mulVec, ← dotProduct_mulVec, mulVec_mulVec]
```

## Anticommutation, empty orbitals and filled orbitals

The canonical anticommutation relations are
$$c_pc_q^\dagger+c_q^\dagger c_p=\delta_{pq},\qquad c_pc_q+c_qc_p=0 .$$
They express Fermi statistics in an orthonormal set of spin orbitals, each holding at most one particle. `IsCAR` is a hypothesis on the given matrices. The relation between two creation operators is not listed, since it follows by taking adjoints of the second one.

```lean
variable [DecidableEq ι] [DecidableEq n]

/-- The canonical anticommutation relations for annihilation operators `c_p`,
with the adjoints `c_p†` as creation operators. -/
structure IsCAR (c : ι → Matrix n n ℂ) : Prop where
  mixed : ∀ p q, c p * (c q)ᴴ + (c q)ᴴ * c p = if p = q then 1 else 0
  same : ∀ p q, c p * c q + c q * c p = 0
```

An orbital $a$ is empty in $\chi$ when $c_a\chi=0$. Creating a particle there preserves overlaps with $\chi$:
$$\langle c_a^\dagger\varphi|c_a^\dagger\chi\rangle=\langle\varphi|c_ac_a^\dagger\chi\rangle=\langle\varphi|(1-c_a^\dagger c_a)\chi\rangle=\langle\varphi|\chi\rangle .$$
Only $\chi$ has to satisfy the condition, while $\varphi$ is arbitrary. In the proof, `e` is the anticommutator solved for $c_ac_a^\dagger$, and `hχ` removes the remaining term.

```lean
variable {c : ι → Matrix n n ℂ} {ψ : n → ℂ}

/-- Under the anticommutation relations, creating a particle in orbital `a` preserves the overlap of
`φ` with a state `χ` in which `a` is empty. -/
theorem create_overlap (h : IsCAR c) {a : ι} (φ : n → ℂ) {χ : n → ℂ}
    (hχ : c a *ᵥ χ = 0) :
    star ((c a)ᴴ *ᵥ φ) ⬝ᵥ ((c a)ᴴ *ᵥ χ) = star φ ⬝ᵥ χ := by
  have e : c a * (c a)ᴴ = 1 - (c a)ᴴ * c a :=
    eq_sub_of_add_eq ((h.mixed a a).trans (if_pos rfl))
  rw [star_mulVec, ← dotProduct_mulVec, conjTranspose_conjTranspose, mulVec_mulVec, e,
    sub_mulVec, one_mulVec, ← mulVec_mulVec, hχ, mulVec_zero, sub_zero]
```

An orbital $i$ is filled in $\chi$ when $c_i^\dagger\chi=0$. The same computation with the roles of the two operators exchanged gives
$$\langle c_i\varphi|c_i\chi\rangle=\langle\varphi|(1-c_ic_i^\dagger)\chi\rangle=\langle\varphi|\chi\rangle .$$

```lean
/-- Under the anticommutation relations, removing a particle from orbital `i` preserves the overlap
of `φ` with a state `χ` in which `i` is filled. -/
theorem annihilate_overlap (h : IsCAR c) {i : ι} (φ : n → ℂ) {χ : n → ℂ}
    (hχ : (c i)ᴴ *ᵥ χ = 0) :
    star (c i *ᵥ φ) ⬝ᵥ (c i *ᵥ χ) = star φ ⬝ᵥ χ := by
  have e : (c i)ᴴ * c i = 1 - c i * (c i)ᴴ :=
    eq_sub_of_add_eq' ((h.mixed i i).trans (if_pos rfl))
  rw [star_mulVec, ← dotProduct_mulVec, mulVec_mulVec, e,
    sub_mulVec, one_mulVec, ← mulVec_mulVec, hχ, mulVec_zero, sub_zero]
```

For the states with one particle added to the unit vector $\psi$, anticommutation gives
$$\langle c_t^\dagger\psi|c_u^\dagger\psi\rangle=\langle\psi|c_tc_u^\dagger\psi\rangle=\delta_{tu}\langle\psi|\psi\rangle-\langle\psi|c_u^\dagger c_t\psi\rangle=\delta_{tu}-\gamma_{ut}.$$
The order of the indices has reversed, hence the transpose. The condition $\langle\psi|\psi\rangle=1$ enters on the diagonal, and the Lean proof accordingly splits into the cases $t=u$ and $t\neq u$.

```lean
/-- Under the anticommutation relations, and for a unit vector `ψ`, the overlap matrix of the states
`c_t† ψ` is `1 - γᵀ`. -/
theorem gram_attachment (h : IsCAR c) (hψ : star ψ ⬝ᵥ ψ = 1) (S : Finset ι) :
    gram (fun t : S => (c t)ᴴ *ᵥ ψ) = 1 - (densityMatrix c ψ S)ᵀ := by
  ext t u
  have e : c t * (c u)ᴴ = (if (t : ι) = u then 1 else 0) - (c u)ᴴ * c t :=
    eq_sub_of_add_eq (h.mixed t u)
  simp only [gram, densityMatrix, Matrix.of_apply, Matrix.sub_apply, Matrix.transpose_apply]
  rw [star_mulVec, ← dotProduct_mulVec, conjTranspose_conjTranspose, mulVec_mulVec, e,
    sub_mulVec, dotProduct_sub]
  by_cases htu : t = u
  · subst htu
    rw [if_pos rfl, one_mulVec, hψ, Matrix.one_apply_eq]
  · have hne : (t : ι) ≠ u := fun h' => htu (Subtype.ext h')
    rw [if_neg hne, zero_mulVec, dotProduct_zero, Matrix.one_apply_ne htu]
```

## The two classes of excitation

Take $a$ empty in $\psi$. It remains empty after a particle is removed from $u$, because
$$c_ac_u\psi=-c_uc_a\psi=0 .$$
Creation in $a$ therefore preserves the overlaps of the states $c_u\psi$:
$$\langle c_a^\dagger c_t\psi|c_a^\dagger c_u\psi\rangle=\langle c_t\psi|c_u\psi\rangle=\gamma_{tu}.$$
In the proof, `hu` is the first of these displays. In the second, `create_overlap` supplies the first equality and `gram_removal` the last. The theorem does not need $\psi$ to be normalised.

```lean
/-- Under the anticommutation relations, if orbital `a` is empty in `ψ`, the contracted excitations
`c_a† c_t ψ` from the active orbitals into `a` have the density matrix `γ` as their overlap matrix.
-/
theorem gram_active_to_virtual (h : IsCAR c) {a : ι} (ha : c a *ᵥ ψ = 0) (S : Finset ι) :
    gram (fun t : S => ((c a)ᴴ * c t) *ᵥ ψ) = densityMatrix c ψ S := by
  rw [← gram_removal]
  ext t u
  -- orbital a stays empty after a particle is removed from u
  have hu : c a *ᵥ (c u *ᵥ ψ) = 0 := by
    rw [mulVec_mulVec, eq_neg_of_add_eq_zero_left (h.same a u), neg_mulVec,
      ← mulVec_mulVec, ha, mulVec_zero, neg_zero]
  simp only [gram, Matrix.of_apply, ← mulVec_mulVec]
  exact create_overlap h _ hu
```

Now take $i$ filled in $\psi$ and outside $S$. For $t\in S$ the orbitals $i$ and $t$ differ, so
$$c_t^\dagger c_i\psi=-c_ic_t^\dagger\psi .$$
Orbital $i$ remains filled after a particle is added to $u$, since $c_i^\dagger c_u^\dagger\psi=-c_u^\dagger c_i^\dagger\psi=0$. The two minus signs cancel in the overlap:
$$\langle c_t^\dagger c_i\psi|c_u^\dagger c_i\psi\rangle=\langle c_ic_t^\dagger\psi|c_ic_u^\dagger\psi\rangle=\langle c_t^\dagger\psi|c_u^\dagger\psi\rangle=\delta_{tu}-\gamma_{ut}.$$
The code calls the reordering `flip`. The hypothesis `i ∉ S` does real work: for $t=i$ the state $c_i^\dagger c_i\psi$ is $\psi$ itself, with norm 1, whereas $1-\gamma_{ii}=0$.

```lean
/-- Under the anticommutation relations, if orbital `i` is filled in the unit vector `ψ` and is not
active, the contracted excitations `c_t† c_i ψ` have the overlap matrix `δ_tu - γ_ut`. -/
theorem gram_core_to_active (h : IsCAR c) (hψ : star ψ ⬝ᵥ ψ = 1) {i : ι}
    (hi : (c i)ᴴ *ᵥ ψ = 0) {S : Finset ι} (hiS : i ∉ S) :
    gram (fun t : S => ((c t)ᴴ * c i) *ᵥ ψ) = 1 - (densityMatrix c ψ S)ᵀ := by
  rw [← gram_attachment h hψ S]
  have flip : ∀ t : S, ((c t)ᴴ * c i) *ᵥ ψ = -(c i *ᵥ ((c t)ᴴ *ᵥ ψ)) := by
    intro t
    have hne : i ≠ (t : ι) := fun h' => hiS (h' ▸ t.2)
    have e := (h.mixed i t).trans (if_neg hne)
    rw [eq_neg_of_add_eq_zero_right e, neg_mulVec, mulVec_mulVec]
  ext t u
  -- orbital i stays filled after a particle is added to u
  have hu : (c i)ᴴ *ᵥ ((c u)ᴴ *ᵥ ψ) = 0 := by
    have e := congrArg conjTranspose (h.same u i)
    simp only [conjTranspose_add, conjTranspose_mul, conjTranspose_zero] at e
    rw [mulVec_mulVec, eq_neg_of_add_eq_zero_left e, neg_mulVec,
      ← mulVec_mulVec, hi, mulVec_zero, neg_zero]
  simp only [gram, Matrix.of_apply, flip, star_neg, neg_dotProduct, dotProduct_neg, neg_neg]
  exact annihilate_overlap h _ hu
```

## Occupations between 0 and 1

Let $\gamma x=lx$ with $x\neq0$, and write $N=\sum_t|x_t|^2>0$. The overlaps of the states $c_t\psi$ give
$$lN=x^\dagger\gamma x=\Big\|\sum_tx_tc_t\psi\Big\|^2\ge0 .$$
For the states $c_t^\dagger\psi$ the coefficients must be conjugated, because their overlap matrix contains $\gamma^{\mathsf T}$:
$$\Big\|\sum_t\bar x_tc_t^\dagger\psi\Big\|^2=x^{\mathsf T}(1-\gamma^{\mathsf T})\bar x=N-x^\dagger\gamma x=(1-l)N\ge0 .$$
Division by $N$ gives $0\le l\le1$. No empty or filled orbital is required, and $\psi$ need not have a definite particle number.

The eigenvalue `l` enters as a complex number, and the proof turns on the order that `open scoped ComplexOrder` switches on. In this order, $0\le z$ means that $z$ has a non-negative real part and zero imaginary part. The inequality `h0`, $0\le lN$, thus contains two facts. `Complex.nonneg_iff` separates them, and since $N$ is real and positive, the imaginary part of $l$ must vanish. The proof never has to show separately that $\gamma$ is Hermitian. The real part of `h0` then yields the lower bound, and that of `h1` the upper one. The conclusion supplies a real `r` in the interval with `l = r`.

```lean
/-- Under the anticommutation relations, every eigenvalue of the density matrix of a unit vector `ψ`
is real and lies between 0 and 1. -/
theorem occupation_bounds (h : IsCAR c) (hψ : star ψ ⬝ᵥ ψ = 1) (S : Finset ι)
    {x : S → ℂ} (hx : x ≠ 0) {l : ℂ} (hl : densityMatrix c ψ S *ᵥ x = l • x) :
    ∃ r : ℝ, 0 ≤ r ∧ r ≤ 1 ∧ l = r := by
  have hN : 0 < star x ⬝ᵥ x :=
    lt_of_le_of_ne (dotProduct_star_self_nonneg x)
      (Ne.symm (mt dotProduct_star_self_eq_zero.mp hx))
  -- the particle overlap gives l ≥ 0
  have h0 : 0 ≤ l * (star x ⬝ᵥ x) := by
    have q := gram_quadratic (fun t : S => c t *ᵥ ψ) x
    rw [gram_removal, hl, dotProduct_smul, smul_eq_mul] at q
    rw [q]
    exact dotProduct_star_self_nonneg _
  -- the hole overlap, at the conjugate vector, gives 1 - l ≥ 0
  have h1 : 0 ≤ (1 - l) * (star x ⬝ᵥ x) := by
    have q := gram_quadratic (fun t : S => (c t)ᴴ *ᵥ ψ) (star x)
    rw [gram_attachment h hψ, star_star, sub_mulVec, one_mulVec, dotProduct_sub,
      mulVec_transpose, dotProduct_comm x (star x), dotProduct_comm x (_ ᵥ* _),
      ← dotProduct_mulVec, hl, dotProduct_smul, smul_eq_mul] at q
    rw [sub_mul, one_mul, q]
    exact dotProduct_star_self_nonneg _
  obtain ⟨hr, hi⟩ := Complex.pos_iff.mp hN
  rw [Complex.nonneg_iff, Complex.mul_re, Complex.mul_im, ← hi] at h0 h1
  simp only [mul_zero, sub_zero, zero_add, Complex.sub_re, Complex.one_re] at h0 h1
  have him : l.im = 0 := (mul_eq_zero.mp h0.2.symm).resolve_right hr.ne'
  refine ⟨l.re, ?_, ?_, Complex.ext (Complex.ofReal_re _).symm ?_⟩
  · exact le_of_mul_le_mul_right (by rw [zero_mul]; exact h0.1) hr
  · exact le_of_mul_le_mul_right (by linarith [h1.1]) hr
  · rw [him, Complex.ofReal_im]
```

## One electron shared by two active orbitals

Let $\Phi$ be a normalised determinant with the core orbital filled and with the virtual orbital and active orbitals 1 and 2 empty. With $\mathrm i$ the imaginary unit, take
$$\psi=\Big(\tfrac35c_1^\dagger+\tfrac{4\mathrm i}5c_2^\dagger\Big)\Phi .$$
Then $c_1\psi=\tfrac35\Phi$ and $c_2\psi=\tfrac{4\mathrm i}5\Phi$, so
$$\gamma=\frac1{25}\begin{pmatrix}9&12\mathrm i\\-12\mathrm i&16\end{pmatrix},\qquad
1-\gamma^{\mathsf T}=\frac1{25}\begin{pmatrix}16&12\mathrm i\\-12\mathrm i&9\end{pmatrix}.$$
The off-diagonal element of the second matrix can be found directly. We have $c_1^\dagger\psi=\tfrac{4\mathrm i}5c_1^\dagger c_2^\dagger\Phi$ and $c_2^\dagger\psi=-\tfrac35c_1^\dagger c_2^\dagger\Phi$, whose overlap is $(-\tfrac{4\mathrm i}5)(-\tfrac35)=\tfrac{12\mathrm i}{25}$. Without the transpose the sign would be wrong.

Each matrix has trace 1 and determinant 0, hence eigenvalues 0 and 1. Each class of excitation therefore contains two contracted functions but only one independent state, and an orthonormalisation has to discard the null combination.

## A two-orbital example in matrices

The smaller example in the code has two orbitals and the basis states 00, 01, 10 and 11, where the digits are the occupations of orbitals 0 and 1. The operators act as
$$c_0|10\rangle=|00\rangle,\quad c_0|11\rangle=|01\rangle,\quad c_1|01\rangle=|00\rangle,\quad c_1|11\rangle=-|10\rangle,$$
and give zero on the other basis states. The minus sign makes operators of different orbitals anticommute.

```lean
/-- Annihilation operators of two orbitals in the occupation basis 00, 01, 10, 11. -/
def twoOrbitals : Fin 2 → Matrix (Fin 4) (Fin 4) ℂ :=
  ![!![0, 0, 1, 0; 0, 0, 0, 1; 0, 0, 0, 0; 0, 0, 0, 0],
    !![0, 1, 0, 0; 0, 0, 0, 0; 0, 0, 0, -1; 0, 0, 0, 0]]
```

The state $|01\rangle$ is normalised, with $c_0|01\rangle=0$ and $c_1^\dagger|01\rangle=0$. It therefore provides an empty and a filled orbital for the theorems above. The single excitation $c_0^\dagger c_1|01\rangle=|10\rangle$ can be read in both ways. With $S=\{1\}$ it leads from an active orbital to an empty one, and $\gamma=1$. With $S=\{0\}$ it leads from a filled orbital to an active one, and $1-\gamma^{\mathsf T}=1$. Both agree with its norm.

The Lean proof checks the anticommutation relations entry by entry over all pairs of orbitals, and the conditions on the state component by component.

```lean
/-- The two-orbital operators obey the anticommutation relations, and the basis state 01
is a unit vector with orbital 0 empty and orbital 1 filled. -/
theorem twoOrbitals_witness :
    IsCAR twoOrbitals ∧ twoOrbitals 0 *ᵥ ![0, 1, 0, 0] = 0 ∧
      (twoOrbitals 1)ᴴ *ᵥ ![0, 1, 0, 0] = 0 ∧
      star (![0, 1, 0, 0] : Fin 4 → ℂ) ⬝ᵥ ![0, 1, 0, 0] = 1 := by
  refine ⟨⟨fun p q => ?_, fun p q => ?_⟩, ?_, ?_, ?_⟩
  · ext i j
    simp only [Matrix.add_apply, Matrix.mul_apply, Matrix.conjTranspose_apply,
      Fin.sum_univ_four]
    fin_cases p <;> fin_cases q <;> fin_cases i <;> fin_cases j <;>
      simp [twoOrbitals]
  · ext i j
    simp only [Matrix.add_apply, Matrix.mul_apply, Fin.sum_univ_four]
    fin_cases p <;> fin_cases q <;> fin_cases i <;> fin_cases j <;> simp [twoOrbitals]
  · ext i
    simp only [Matrix.mulVec, dotProduct, Fin.sum_univ_four]
    fin_cases i <;> simp [twoOrbitals]
  · ext i
    simp only [Matrix.mulVec, dotProduct, Matrix.conjTranspose_apply, Fin.sum_univ_four]
    fin_cases i <;> simp [twoOrbitals]
  · simp only [dotProduct, Fin.sum_univ_four, Pi.star_apply]
    simp

end

end ContractedOverlaps
```

```lean
#print axioms ContractedOverlaps.gram_active_to_virtual
#print axioms ContractedOverlaps.gram_core_to_active
#print axioms ContractedOverlaps.occupation_bounds
```

```
'ContractedOverlaps.gram_active_to_virtual' depends on axioms: [propext, Classical.choice, Quot.sound]
'ContractedOverlaps.gram_core_to_active' depends on axioms: [propext, Classical.choice, Quot.sound]
'ContractedOverlaps.occupation_bounds' depends on axioms: [propext, Classical.choice, Quot.sound]
```
